# A normalised s-type Gaussian with exponent a, centred at A, has Σₖ‖Lₖψ‖² = 2a|A|² about the origin

## Does a tight s function carry more angular momentum about a distant origin?

Let $\psi(\mathbf r)=(2a/\pi)^{3/4}e^{-a|\mathbf r-\mathbf A|^2}$ with $a>0$, and let $\mathbf L=-i\,\mathbf r\times\nabla$ be the angular momentum about the origin, with $\hbar=1$. About its own centre $\mathbf A$ this function is pure $l=0$. If I expand it in spherical harmonics about the origin instead, higher $l$ appear. I expected the distance $|\mathbf A|$ to decide how high I must go, but tight functions seem to be worse than diffuse ones at the same distance. Is there a simple measure of this, and how does the exponent enter?

## The exponent and the squared distance enter as a product

The total squared angular momentum is $\sum_k\|L_k\psi\|^2=2a|\mathbf A|^2$, so at fixed distance it grows linearly with the exponent. A tight function has a broad momentum distribution, and the displacement $\mathbf A$ is the lever arm that turns this momentum into angular momentum.

To derive it, number the coordinates 0, 1, 2 and read $k+1$ and $k+2$ cyclically. Since $\partial_j\psi=-2a(r_j-A_j)\psi$,

$$L_k\psi=2ia\,[\,r_{k+1}(r_{k+2}-A_{k+2})-r_{k+2}(r_{k+1}-A_{k+1})\,]\,\psi=-2ia\,(\mathbf r\times\mathbf A)_k\,\psi .$$

The terms $r_{k+1}r_{k+2}$ cancel. With $\mathbf u=\mathbf r-\mathbf A$ we have $\mathbf r\times\mathbf A=\mathbf u\times\mathbf A$, hence

$$|L_k\psi|^2=4a^2\,(u_{k+1}A_{k+2}-u_{k+2}A_{k+1})^2\,|\psi|^2 .$$

The density factorises as $|\psi|^2=\rho(u_0)\rho(u_1)\rho(u_2)$, where $\rho(u)=\sqrt{2a/\pi}\,e^{-2au^2}$. The Gaussian integral gives $\int\rho\,du=\sqrt{2a/\pi}\sqrt{\pi/(2a)}=1$, and parity gives $\int u\rho\,du=0$. For the second moment, integrate

$$\frac{d}{du}(u\rho)=\rho-4au^2\rho$$

over the line. The left side gives zero, so $\int u^2\rho\,du=1/(4a)$. Therefore $\int u_iu_j|\psi|^2\,d^3r=\delta_{ij}/(4a)$. The cross term in the square drops out, and

$$\|L_k\psi\|^2=4a^2\cdot\frac{1}{4a}\,(A_{k+1}^2+A_{k+2}^2)=a\,(A_{k+1}^2+A_{k+2}^2).$$

In the sum over $k$ each $A_i^2$ occurs twice, which gives $2a|\mathbf A|^2$.

For your expansion, let $w_l$ be the weight of $\psi$ in the sector with angular momentum $l$ about the origin. Because $\mathbf L$ is Hermitian, the sum is $\langle L^2\rangle=\sum_l l(l+1)w_l$. If $l_{\max}(l_{\max}+1)<2a|\mathbf A|^2$, some weight must lie above $l_{\max}$. With $a=1$ and $|\mathbf A|=3$ in atomic units the mean is 18, whereas normalised functions with only $l\le3$ reach at most 12. This bears on one-centre expansions of Gaussian basis sets, here for a single uncontracted s function; the mean alone does not say how much weight a given cutoff loses.

In the Lean file below, a point of space is `r : Fin 3 → ℝ`, with Lebesgue measure, and a wave function is a complex-valued function of it. The definitions translate as follows:

- `partialDeriv j f r` is $\partial_jf$ at $\mathbf r$, the ordinary derivative in coordinate `j` with the other two held fixed.
- `angMom k f` is $L_kf$, with `k + 1` and `k + 2` taken modulo 3. It is a differential expression applied to a function, not a self-adjoint operator with a domain.
- `gaussian a A` is $\psi$, including its normalisation factor.
- `l2NormSq f` is $\int|f|^2\,d^3r$, the square of the norm.
- `lineDensity a u` is $\rho(u)$.

The main theorem, `total_angMom`, says that for every $a>0$ and every centre $\mathbf A$, the three squared norms add up to `2 * a * ∑ i, A i ^ 2`. The condition $a>0$ makes $\psi$ a normalisable function. `angMom_component` gives the value for each axis and shows that $|L_k\psi|^2$ is integrable, so these are genuine norms. `total_angMom_eq_zero_iff` says that the total vanishes exactly when $\mathbf A=0$. The step from these norms to the weights $w_l$ is the textbook operator argument used above, and it has not been formalised. Contracted functions and Gaussians of p or higher type would need their own calculation.

```lean
import Mathlib

open MeasureTheory Real

namespace OffCentreGaussian

noncomputable section

/-- The partial derivative of a wave function along coordinate `j`, the other coordinates fixed. -/
def partialDeriv (j : Fin 3) (f : (Fin 3 → ℝ) → ℂ) (r : Fin 3 → ℝ) : ℂ :=
  deriv (fun t : ℝ => f (Function.update r j t)) (r j)

/-- The component `L_k` of the angular momentum `-i r × ∇` about the origin, with the
coordinate labels `k`, `k+1`, `k+2` taken cyclically. -/
def angMom (k : Fin 3) (f : (Fin 3 → ℝ) → ℂ) (r : Fin 3 → ℝ) : ℂ :=
  -Complex.I * (r (k + 1) * partialDeriv (k + 2) f r - r (k + 2) * partialDeriv (k + 1) f r)

/-- The s-type Gaussian `(2a/π)^(3/4) exp(-a |r - A|²)` with exponent `a > 0` and centre `A`. -/
def gaussian (a : ℝ) (A r : Fin 3 → ℝ) : ℂ :=
  (((2 * a / π) ^ (3 / 4 : ℝ) * Real.exp (-a * ∑ i, (r i - A i) ^ 2) : ℝ) : ℂ)

/-- The squared L² norm of a square-integrable wave function. -/
def l2NormSq (f : (Fin 3 → ℝ) → ℂ) : ℝ := ∫ r, ‖f r‖ ^ 2

/-- The probability density of one Cartesian displacement from the centre, for `a > 0`. -/
def lineDensity (a u : ℝ) : ℝ := √(2 * a / π) * Real.exp (-(2 * a) * u ^ 2)

/-- The gradient of the Gaussian is `-2a (r - A)` times the Gaussian. -/
theorem partialDeriv_gaussian (a : ℝ) (A r : Fin 3 → ℝ) (j : Fin 3) :
    partialDeriv j (gaussian a A) r = -2 * a * (r j - A j) * gaussian a A r := by
  -- only one term of the squared distance depends on coordinate j
  obtain ⟨C, hC⟩ : ∃ C : ℝ, ∀ t : ℝ,
      ∑ i, (Function.update r j t i - A i) ^ 2 = (t - A j) ^ 2 + C := by
    refine ⟨∑ i, (r i - A i) ^ 2 - (r j - A j) ^ 2, fun t => ?_⟩
    fin_cases j <;> simp [Fin.sum_univ_three, Function.update_apply] <;> ring
  have hr : ∑ i, (r i - A i) ^ 2 = (r j - A j) ^ 2 + C := by
    have h := hC (r j)
    rwa [Function.update_eq_self] at h
  have h1 : HasDerivAt (fun t : ℝ => (t - A j) ^ 2 + C) (2 * (r j - A j)) (r j) :=
    ((((hasDerivAt_id' (r j)).sub_const (A j)).fun_pow 2).add_const C).congr_deriv (by norm_num)
  have h2 := (((h1.const_mul (-a)).exp).const_mul ((2 * a / π) ^ (3 / 4 : ℝ))).ofReal_comp
  have hf : (fun t : ℝ => gaussian a A (Function.update r j t)) = fun t : ℝ =>
      (((2 * a / π) ^ (3 / 4 : ℝ) * Real.exp (-a * ((t - A j) ^ 2 + C)) : ℝ) : ℂ) := by
    funext t
    simp only [gaussian, hC t]
  unfold partialDeriv
  rw [hf]
  refine h2.deriv.trans ?_
  simp only [gaussian, hr]
  push_cast
  ring

/-- Angular momentum acts on the Gaussian as multiplication: `L_k ψ = -2ia (r × A)_k ψ`. -/
theorem angMom_gaussian (a : ℝ) (A r : Fin 3 → ℝ) (k : Fin 3) :
    angMom k (gaussian a A) r =
      -2 * Complex.I * a * (r (k + 1) * A (k + 2) - r (k + 2) * A (k + 1)) * gaussian a A r := by
  simp only [angMom, partialDeriv_gaussian]
  ring

/-- For `a > 0` the density `|ψ|²` is the product of three line densities. -/
theorem density_factorises {a : ℝ} (ha : 0 < a) (A r : Fin 3 → ℝ) :
    ‖gaussian a A r‖ ^ 2 = ∏ i, lineDensity a (r i - A i) := by
  have hx : 0 ≤ 2 * a / π := by positivity
  have hp : ((2 * a / π) ^ (3 / 4 : ℝ)) ^ 2 = √(2 * a / π) ^ 3 := by
    rw [Real.sqrt_eq_rpow, ← Real.rpow_natCast, ← Real.rpow_natCast, ← Real.rpow_mul hx,
      ← Real.rpow_mul hx]
    norm_num
  have he (x y z : ℝ) : Real.exp (-a * (x + y + z)) ^ 2 =
      Real.exp (-(2 * a) * x) * Real.exp (-(2 * a) * y) * Real.exp (-(2 * a) * z) := by
    rw [← Real.exp_nat_mul, ← Real.exp_add, ← Real.exp_add]
    congr 1
    push_cast
    ring
  rw [gaussian, Complex.norm_real, Real.norm_eq_abs, sq_abs, mul_pow, hp,
    Fin.sum_univ_three, he, Fin.prod_univ_three]
  simp only [lineDensity]
  ring

/-- For `a > 0` every power of the displacement is integrable against the line density. -/
theorem integrable_moment {a : ℝ} (ha : 0 < a) (n : ℕ) :
    Integrable (fun u : ℝ => u ^ n * lineDensity a u) := by
  have hn : (0 : ℝ) ≤ n := Nat.cast_nonneg n
  have h := integrable_rpow_mul_exp_neg_mul_sq (b := 2 * a) (by positivity)
    (s := (n : ℝ)) (by linarith)
  simp only [Real.rpow_natCast] at h
  have e : (fun u : ℝ => u ^ n * lineDensity a u) =
      fun u => √(2 * a / π) * (u ^ n * Real.exp (-(2 * a) * u ^ 2)) := by
    funext u
    simp only [lineDensity]
    ring
  rw [e]
  exact h.const_mul _

/-- For `a > 0` the line density has total weight 1, mean 0 and variance `1/(4a)`. -/
theorem line_moments {a : ℝ} (ha : 0 < a) :
    ∫ u, lineDensity a u = 1 ∧ ∫ u, u * lineDensity a u = 0 ∧
      ∫ u, u ^ 2 * lineDensity a u = 1 / (4 * a) := by
  have i0 : Integrable (lineDensity a) := by simpa using integrable_moment ha 0
  have i1 : Integrable (fun u => u * lineDensity a u) := by simpa using integrable_moment ha 1
  have i2 := (integrable_moment ha 2).const_mul (4 * a)
  have m0 : ∫ u, lineDensity a u = 1 := by
    simp only [lineDensity]
    rw [integral_const_mul, integral_gaussian, ← Real.sqrt_mul (by positivity)]
    have h : 2 * a / π * (π / (2 * a)) = 1 := by field_simp
    rw [h, Real.sqrt_one]
  refine ⟨m0, ?_, ?_⟩
  · -- parity
    have h := integral_neg_eq_self (fun u : ℝ => u * lineDensity a u) volume
    have e : ∀ u : ℝ, -u * lineDensity a (-u) = -(u * lineDensity a u) := by
      intro u
      simp only [lineDensity, neg_sq]
      ring
    simp only [e, integral_neg] at h
    linarith
  · -- the total derivative of u times the density integrates to zero
    have hd : ∀ u : ℝ, HasDerivAt (fun u => u * lineDensity a u)
        (lineDensity a u - 4 * a * (u ^ 2 * lineDensity a u)) u := by
      intro u
      have h1 : HasDerivAt (fun u : ℝ => -(2 * a) * u ^ 2) (-(2 * a) * (2 * u)) u :=
        ((hasDerivAt_pow 2 u).const_mul (-(2 * a))).congr_deriv (by norm_num)
      have h2 := (hasDerivAt_id' u).fun_mul (h1.exp.const_mul √(2 * a / π))
      exact h2.congr_deriv (by simp only [lineDensity]; ring)
    have h := integral_eq_zero_of_hasDerivAt_of_integrable hd (i0.sub i2) i1
    rw [integral_sub i0 i2, integral_const_mul, m0] at h
    rw [eq_div_iff (by positivity)]
    linarith

/-- For `a > 0` the moments of `|ψ|²` about the centre exist and are products of line moments. -/
theorem moments_factorise {a : ℝ} (ha : 0 < a) (A : Fin 3 → ℝ) (n : Fin 3 → ℕ) :
    Integrable (fun r : Fin 3 → ℝ => (∏ i, (r i - A i) ^ n i) * ‖gaussian a A r‖ ^ 2) ∧
    ∫ r : Fin 3 → ℝ, (∏ i, (r i - A i) ^ n i) * ‖gaussian a A r‖ ^ 2 =
      ∏ i, ∫ u, u ^ n i * lineDensity a u := by
  have e : (fun r : Fin 3 → ℝ => (∏ i, (r i - A i) ^ n i) * ‖gaussian a A r‖ ^ 2) =
      fun r => ∏ i, ((r i - A i) ^ n i * lineDensity a (r i - A i)) := by
    funext r
    rw [density_factorises ha, Finset.prod_mul_distrib]
  rw [e]
  constructor
  · rw [volume_pi]
    exact Integrable.fintype_prod
      (f := fun (i : Fin 3) (x : ℝ) => (x - A i) ^ n i * lineDensity a (x - A i))
      (fun i => (integrable_moment ha (n i)).comp_sub_right (A i))
  · refine (integral_fintype_prod_volume_eq_prod
      (f := fun (i : Fin 3) (x : ℝ) => (x - A i) ^ n i * lineDensity a (x - A i))).trans ?_
    refine Finset.prod_congr rfl fun i _ => ?_
    exact integral_sub_right_eq_self (fun u => u ^ n i * lineDensity a u) (A i)

/-- For `a > 0` the Gaussian is normalised. -/
theorem gaussian_normalised {a : ℝ} (ha : 0 < a) (A : Fin 3 → ℝ) :
    l2NormSq (gaussian a A) = 1 := by
  simpa [l2NormSq, (line_moments ha).1] using (moments_factorise ha A (fun _ => 0)).2

/-- For `a > 0` the position covariance in the Gaussian state exists and is `δ_ij / (4a)`. -/
theorem covariance {a : ℝ} (ha : 0 < a) (A : Fin 3 → ℝ) (i j : Fin 3) :
    Integrable (fun r : Fin 3 → ℝ => (r i - A i) * (r j - A j) * ‖gaussian a A r‖ ^ 2) ∧
    ∫ r : Fin 3 → ℝ, (r i - A i) * (r j - A j) * ‖gaussian a A r‖ ^ 2 =
      if i = j then 1 / (4 * a) else 0 := by
  have h := moments_factorise ha A
    (fun s => (if i = s then 1 else 0) + (if j = s then 1 else 0))
  have e : ∀ r : Fin 3 → ℝ, ∏ s, (r s - A s) ^
      ((if i = s then 1 else 0) + (if j = s then 1 else 0)) = (r i - A i) * (r j - A j) := by
    intro r
    simp only [pow_add, Finset.prod_mul_distrib, Finset.prod_pow_boole, Finset.mem_univ, if_true]
  simp only [e] at h
  refine ⟨h.1, h.2.trans ?_⟩
  obtain ⟨m0, m1, m2⟩ := line_moments ha
  fin_cases i <;> fin_cases j <;> simp [Fin.prod_univ_three, m0, m1, m2]

/-- For `a > 0` each `L_k ψ` is square integrable, with squared norm `a` times the squared
distance of the centre `A` from the `k`-th coordinate axis. -/
theorem angMom_component {a : ℝ} (ha : 0 < a) (A : Fin 3 → ℝ) (k : Fin 3) :
    Integrable (fun r => ‖angMom k (gaussian a A) r‖ ^ 2) ∧
    l2NormSq (angMom k (gaussian a A)) = a * (A (k + 1) ^ 2 + A (k + 2) ^ 2) := by
  have hne : ∀ k : Fin 3, k + 1 ≠ k + 2 := by decide
  -- r × A = (r - A) × A, so the integrand is quadratic in the displacement
  have e : (fun r => ‖angMom k (gaussian a A) r‖ ^ 2) = fun r =>
      4 * a ^ 2 * A (k + 2) ^ 2 *
        ((r (k + 1) - A (k + 1)) * (r (k + 1) - A (k + 1)) * ‖gaussian a A r‖ ^ 2) +
      -8 * a ^ 2 * A (k + 1) * A (k + 2) *
        ((r (k + 1) - A (k + 1)) * (r (k + 2) - A (k + 2)) * ‖gaussian a A r‖ ^ 2) +
      4 * a ^ 2 * A (k + 1) ^ 2 *
        ((r (k + 2) - A (k + 2)) * (r (k + 2) - A (k + 2)) * ‖gaussian a A r‖ ^ 2) := by
    funext r
    have h : angMom k (gaussian a A) r =
        ((-2 * a * (r (k + 1) * A (k + 2) - r (k + 2) * A (k + 1)) : ℝ) : ℂ) * Complex.I *
          gaussian a A r := by
      rw [angMom_gaussian]
      push_cast
      ring
    rw [h, norm_mul, norm_mul, Complex.norm_I, Complex.norm_real, mul_one, mul_pow,
      Real.norm_eq_abs, sq_abs]
    ring
  have h11 := covariance ha A (k + 1) (k + 1)
  have h12 := covariance ha A (k + 1) (k + 2)
  have h22 := covariance ha A (k + 2) (k + 2)
  have i11 := h11.1.const_mul (4 * a ^ 2 * A (k + 2) ^ 2)
  have i12 := h12.1.const_mul (-8 * a ^ 2 * A (k + 1) * A (k + 2))
  have i22 := h22.1.const_mul (4 * a ^ 2 * A (k + 1) ^ 2)
  unfold l2NormSq
  rw [e]
  refine ⟨(i11.add i12).add i22, ?_⟩
  rw [integral_add, integral_add, integral_const_mul, integral_const_mul, integral_const_mul]
  · simp only [h11.2, h12.2, h22.2, if_true, if_neg (hne k)]
    have h4 : a ^ 2 * (1 / (4 * a)) = a / 4 := by
      rw [mul_one_div, div_eq_div_iff (by positivity) (by norm_num)]
      ring
    linear_combination (4 * (A (k + 1) ^ 2 + A (k + 2) ^ 2)) * h4
  · exact i11
  · exact i12
  · exact i11.add i12
  · exact i22

/-- For `a > 0` the normalised Gaussian centred at `A` has total squared angular momentum
`Σ_k ‖L_k ψ‖² = 2a |A|²` about the origin. -/
theorem total_angMom {a : ℝ} (ha : 0 < a) (A : Fin 3 → ℝ) :
    ∑ k, l2NormSq (angMom k (gaussian a A)) = 2 * a * ∑ i, A i ^ 2 := by
  rw [Fin.sum_univ_three, Fin.sum_univ_three, (angMom_component ha A 0).2,
    (angMom_component ha A 1).2, (angMom_component ha A 2).2]
  change a * (A 1 ^ 2 + A 2 ^ 2) + a * (A 2 ^ 2 + A 0 ^ 2) + a * (A 0 ^ 2 + A 1 ^ 2) = _
  ring

/-- For `a > 0` the total squared angular momentum about the origin vanishes exactly when the
Gaussian is centred there. -/
theorem total_angMom_eq_zero_iff {a : ℝ} (ha : 0 < a) (A : Fin 3 → ℝ) :
    ∑ k, l2NormSq (angMom k (gaussian a A)) = 0 ↔ A = 0 := by
  rw [total_angMom ha]
  constructor
  · intro h
    have hs : ∑ i, A i ^ 2 = 0 := (mul_eq_zero.mp h).resolve_left (by positivity)
    funext i
    have hi := (Finset.sum_eq_zero_iff_of_nonneg (fun i _ => sq_nonneg (A i))).mp hs i
      (Finset.mem_univ i)
    exact (pow_eq_zero_iff two_ne_zero).mp hi
  · rintro rfl
    simp

end

end OffCentreGaussian
```

```lean
#print axioms OffCentreGaussian.gaussian_normalised
-- 'OffCentreGaussian.gaussian_normalised' depends on axioms: [propext, Classical.choice, Quot.sound]
#print axioms OffCentreGaussian.total_angMom
-- 'OffCentreGaussian.total_angMom' depends on axioms: [propext, Classical.choice, Quot.sound]
#print axioms OffCentreGaussian.total_angMom_eq_zero_iff
-- 'OffCentreGaussian.total_angMom_eq_zero_iff' depends on axioms: [propext, Classical.choice, Quot.sound]
```

The proof takes the same route as the derivation. `partialDeriv_gaussian` writes the squared distance, as a function of coordinate `j` alone, as $(t-A_j)^2+C$ and applies the chain rule. `angMom_gaussian` inserts this gradient into the definition of $L_k$, and `ring` performs the cancellation of $r_{k+1}r_{k+2}$.

`density_factorises` splits $|\psi|^2$ into the three line densities; the work there is in the powers of $2a/\pi$ and in the exponentials. `integrable_moment` shows that every $u^n\rho$ is integrable. `line_moments` then finds the three moments as above: Mathlib's Gaussian integral for the weight, the substitution $u\to-u$ for the mean, and the vanishing integral of the derivative of $u\rho$ for the variance.

`moments_factorise` carries this to three dimensions. It turns the integral of a product into a product of line integrals and shifts each coordinate by $A_i$. The integrand is $|\psi|^2$ times a power $u_i^{n_i}$ of each displacement; with every $n_i=0$ the result is `gaussian_normalised`. For `covariance`, the power of $u_s$ is $n_s=\delta_{is}+\delta_{js}$, which produces $u_iu_j$; the nine index pairs are then checked one at a time.

In `angMom_component`, the equation `e` expands $|L_k\psi|^2$ into two squared terms and a cross term in the displacements. Each is integrable by `covariance`, so the integral may be split, and the final `linear_combination` uses $a^2\cdot 1/(4a)=a/4$. `total_angMom` adds the three components. The last theorem uses the fact that a sum of squares is zero only if every term is.
